# The order-m purification polynomial turns the idempotency error into its m-th power times a polynomial

Let P be an element of any ring with unit, let m ≥ 1, and put n = 2m − 1. With C(n, j) for the binomial coefficient, define

R(P) = Σ (j = m, …, n) C(n, j) P^j (1 − P)^(n−j).

Then

R(1 − P) = 1 − R(P),

R(P) − R(P)² = (P − P²)^m G(P) G(1 − P),

where G is a polynomial with integer coefficients, written out below. Equivalently, R(P)² − R(P) is (P² − P)^m times a polynomial in P; only the sign (−1)^(m+1) has to be absorbed.

The physical problem is to repair an approximate one-particle density matrix. For non-interacting or mean-field electrons in a state with every spin orbital either full or empty, the density matrix in an orthonormal basis satisfies P² = P. Truncation, or stopping an iterative construction of P early, can spoil this property, and P − P² measures the damage. Electronic-structure codes can reduce it by applying a polynomial to P, which takes only matrix products and sums. The identity above describes one such application for these independent-particle density matrices. The word "purification" here means restoring idempotency; it has nothing to do with extending a mixed state to a pure state on a larger space.

## Two halves of a binomial expansion

Write Q = 1 − P. In the density-matrix setting Q describes the holes. Since P commutes with 1 and with itself,

PQ = QP = P − P².

The binomial theorem therefore applies to P + Q = 1:

1 = (P + Q)^n = Σ (j = 0, …, n) C(n, j) P^j Q^(n−j).

There are 2m terms. The upper m of them, j = m, …, 2m − 1, make up R(P). To identify the lower m, replace P by Q in the definition of R:

R(Q) = Σ (j = m, …, n) C(n, j) Q^j P^(n−j).

Set k = n − j. As j runs from m to 2m − 1, k runs from m − 1 down to 0. With C(n, n − k) = C(n, k) and PQ = QP this becomes

R(Q) = Σ (k = 0, …, m − 1) C(n, k) P^k Q^(n−k),

which is the lower half. Hence R(P) + R(1 − P) = 1: purifying the holes gives the holes of the purified electrons.

Every term of R(P) has j ≥ m, so P^m can be taken out:

R(P) = P^m G(P), G(P) = Σ (j = m, …, n) C(n, j) P^(j−m) Q^(n−j).

The same formula at Q reads R(Q) = Q^m G(Q). All factors are polynomials in P and commute, so

R(P) − R(P)² = R(P) (1 − R(P))
= R(P) R(Q)
= P^m G(P) Q^m G(Q)
= (PQ)^m G(P) G(Q)
= (P − P²)^m G(P) G(1 − P).

## Fixed points, nilpotent errors and occupation numbers

If (P − P²)^m = 0, the right-hand side vanishes and R(P) is exactly idempotent.

If P is already idempotent, then PQ = 0. Each term of R(P) with j < n contains both P and Q and vanishes. The term j = n remains, and it equals P^n = P. So R(P) = P.

For m = 1 the sum has one term and R(P) = P, so nothing is gained. For m = 2,

R(P) = 3P²(1 − P) + P³ = 3P² − 2P³,

the McWeeny polynomial.

Now let P be a real occupation number x with 0 ≤ x ≤ 1. The powers of x and 1 − x in G(x) lie between 0 and 1, so

0 ≤ G(x) ≤ Σ (j = m, …, n) C(n, j) ≤ 2^n.

The same holds for G(1 − x). Since x − x² ≥ 0,

0 ≤ R(x) − R(x)² ≤ 4^(2m−1) (x − x²)^m.

The constant is generous. At m = 2 it is 64, whereas G(x) G(1 − x) = 3 + 4(x − x²) is at most 4. With the constant 64, the bound guarantees a smaller error only when 0 < x − x² < 1/64.

## The polynomials as Lean functions on a ring

The density matrix is represented by an element of `A`, an arbitrary ring with unit in which multiplication need not commute. Square matrices of any finite size are included, as are real numbers.

```lean
import Mathlib

open Finset

namespace DensityPurification

variable {A : Type*} [Ring A]
```

The function `purify` is R. The set `Ico m (2 * m)` contains m, …, 2m − 1, and the binomial coefficients are natural numbers cast into the ring.

```lean
/-- The purification polynomial of order `m ≥ 1`: the terms `j = m, ..., 2m - 1` of the binomial
expansion of `(P + (1 - P)) ^ (2m - 1)`. -/
def purify (m : ℕ) (P : A) : A :=
  ∑ j ∈ Ico m (2 * m), ((2 * m - 1).choose j : A) * (P ^ j * (1 - P) ^ (2 * m - 1 - j))
```

The function `cofactor` is G. The name means the factor left over after P^m has been removed, not the signed minor of a matrix.

```lean
/-- The polynomial in `P` that is left when `P ^ m` is taken out of each term of the
purification polynomial. -/
def cofactor (m : ℕ) (P : A) : A :=
  ∑ j ∈ Ico m (2 * m), ((2 * m - 1).choose j : A) * (P ^ (j - m) * (1 - P) ^ (2 * m - 1 - j))
```

## Particle-hole symmetry by reflecting the index

The theorem `purify_one_sub` states R(1 − P) = 1 − R(P) for every m ≥ 1. At m = 0 the sum is empty, and the equation would read 0 = 1.

In the proof, `hc` records that P and 1 − P commute. The step `htot` is the binomial expansion of 1; Mathlib writes the coefficient on the right of each term, and `Nat.cast_commute` moves it to the left. The step `hlow` identifies R(1 − P) with the lower half. There `sum_nbij'` takes the reflection j ↦ 2m − 1 − j as a map and as its own inverse, and asks for the index ranges and the terms to match. The terms match by `Nat.choose_symm` and commutation. Finally `sum_range_add_sum_Ico` joins the two halves.

```lean
/-- Particle-hole symmetry: for `m ≥ 1`, purifying the hole density `1 - P` gives the hole density
of the purified `P`. -/
theorem purify_one_sub {m : ℕ} (hm : 1 ≤ m) (P : A) :
    purify m (1 - P) = 1 - purify m P := by
  have hc : Commute P (1 - P) := (Commute.one_right P).sub_right (Commute.refl P)
  -- the full binomial sum is one
  have htot : ∑ j ∈ range (2 * m),
      ((2 * m - 1).choose j : A) * (P ^ j * (1 - P) ^ (2 * m - 1 - j)) = 1 := by
    have h := hc.add_pow (2 * m - 1)
    rw [add_sub_cancel, one_pow, show 2 * m - 1 + 1 = 2 * m by omega] at h
    exact Eq.trans (sum_congr rfl fun j _ => (Nat.cast_commute _ _).eq) h.symm
  -- its lower half is the purified hole density, by the reflection j ↦ 2m - 1 - j
  have hlow : purify m (1 - P) = ∑ j ∈ range m,
      ((2 * m - 1).choose j : A) * (P ^ j * (1 - P) ^ (2 * m - 1 - j)) := by
    unfold purify
    refine sum_nbij' (fun j => 2 * m - 1 - j) (fun j => 2 * m - 1 - j) ?_ ?_ ?_ ?_ ?_
    · intro j hj
      simp only [mem_Ico, mem_range] at hj ⊢
      omega
    · intro j hj
      simp only [mem_Ico, mem_range] at hj ⊢
      omega
    · intro j hj
      simp only [mem_Ico] at hj ⊢
      omega
    · intro j hj
      simp only [mem_range] at hj ⊢
      omega
    · intro j hj
      have hj' : j ≤ 2 * m - 1 := by
        have := mem_Ico.mp hj
        omega
      rw [Nat.choose_symm hj', Nat.sub_sub_self hj', sub_sub_cancel,
        (hc.pow_pow (2 * m - 1 - j) j).eq]
  have hs := sum_range_add_sum_Ico
    (fun j => ((2 * m - 1).choose j : A) * (P ^ j * (1 - P) ^ (2 * m - 1 - j)))
    (show m ≤ 2 * m by omega)
  rw [htot] at hs
  exact eq_sub_of_add_eq (by rw [hlow]; exact hs)
```

## Extracting the m-th power

The next lemma is R(P) = P^m G(P). It works term by term, splitting P^j into P^m P^(j−m) and moving the integer coefficient past P^m.

```lean
/-- The purification polynomial of order `m` contains the factor `P ^ m`. -/
theorem purify_eq_pow_mul (m : ℕ) (P : A) : purify m P = P ^ m * cofactor m P := by
  unfold purify cofactor
  rw [mul_sum]
  refine sum_congr rfl fun j hj => ?_
  have hp : P ^ j = P ^ m * P ^ (j - m) := by
    rw [← pow_add, Nat.add_sub_cancel' (mem_Ico.mp hj).1]
  rw [hp, mul_assoc (P ^ m), ← mul_assoc, (Nat.cast_commute _ (P ^ m)).eq, mul_assoc]
```

The main identity follows. Its `calc` block has the same chain of equalities as the derivation above: factor R − R², replace 1 − R(P) by R(1 − P), insert the two factorisations, and collect powers. In a general ring the reordering needs a reason. The step `hG` supplies it by showing, term by term, that G(P) commutes with (1 − P)^m. Then `hc.mul_pow` combines P^m (1 − P)^m into a single m-th power.

```lean
/-- Purification of order `m ≥ 1` turns the idempotency error `P - P ^ 2` into its `m`-th power
times a polynomial in `P`. -/
theorem purify_idempotency_error {m : ℕ} (hm : 1 ≤ m) (P : A) :
    purify m P - purify m P ^ 2 =
      (P - P ^ 2) ^ m * (cofactor m P * cofactor m (1 - P)) := by
  have hc : Commute P (1 - P) := (Commute.one_right P).sub_right (Commute.refl P)
  have hG : Commute (cofactor m P) ((1 - P) ^ m) := by
    unfold cofactor
    refine (Commute.sum_right _ _ _ fun j _ => ?_).symm
    exact (Nat.cast_commute _ _).symm.mul_right
      ((hc.symm.pow_pow _ _).mul_right ((Commute.refl (1 - P)).pow_pow _ _))
  have hP : P * (1 - P) = P - P ^ 2 := by rw [mul_sub, mul_one, pow_two]
  calc purify m P - purify m P ^ 2
      = purify m P * (1 - purify m P) := by rw [mul_sub, mul_one, pow_two]
    _ = purify m P * purify m (1 - P) := by rw [purify_one_sub hm]
    _ = P ^ m * cofactor m P * ((1 - P) ^ m * cofactor m (1 - P)) := by
        rw [purify_eq_pow_mul m P, purify_eq_pow_mul m (1 - P)]
    _ = P ^ m * (1 - P) ^ m * (cofactor m P * cofactor m (1 - P)) := by
        rw [mul_assoc, ← mul_assoc (cofactor m P), hG.eq]
        simp only [mul_assoc]
    _ = (P - P ^ 2) ^ m * (cofactor m P * cofactor m (1 - P)) := by
        rw [← hc.mul_pow, hP]
```

The statement is purely algebraic: it assumes neither Hermiticity nor any bound on eigenvalues. It describes one application of R, not the convergence of repeated applications, and it does not control the trace, which is the electron number.

## When one application is exact

The hypothesis `h` of `purify_exact` says that the m-th power of the idempotency error is zero. The proof substitutes this into the main identity.

```lean
/-- If the `m`-th power of the idempotency error vanishes, with `m ≥ 1`, a single purification
of order `m` gives an exact idempotent. -/
theorem purify_exact {m : ℕ} (hm : 1 ≤ m) (P : A) (h : (P - P ^ 2) ^ m = 0) :
    purify m P ^ 2 = purify m P := by
  have he := purify_idempotency_error hm P
  rw [h, zero_mul] at he
  exact (sub_eq_zero.mp he).symm
```

An integer matrix shows that the hypothesis can be met at m = 2 without P being idempotent. Its error has a single nonzero entry, −1 in the upper right corner, and squares to zero. The proof compares entries. Such an example must be non-Hermitian, because a Hermitian matrix with a nilpotent error has no error at all. The matrix is therefore an algebraic example and not a physical density matrix; for a Hermitian P the hypothesis already means that P is idempotent.

```lean
/-- The matrix with rows `(1, 1)` and `(0, 1)` is not idempotent, but the square of its
idempotency error vanishes. -/
theorem purify_exact_witness :
    ((!![1, 1; 0, 1] : Matrix (Fin 2) (Fin 2) ℤ) - !![1, 1; 0, 1] ^ 2) ^ 2 = 0 ∧
      (!![1, 1; 0, 1] : Matrix (Fin 2) (Fin 2) ℤ) ^ 2 ≠ !![1, 1; 0, 1] := by
  constructor
  · ext i j
    fin_cases i <;> fin_cases j <;> simp [pow_two, Matrix.mul_apply, Fin.sum_univ_succ]
  · intro h
    have h01 := congrFun (congrFun h 0) 1
    simp [pow_two, Matrix.mul_apply, Fin.sum_univ_succ] at h01
```

## Projectors are unchanged

The theorem `purify_of_idempotent` takes P P = P as its hypothesis, the condition for a density matrix with orbitals fully occupied or empty. The step `hz` gives P(1 − P) = 0, and `hp` shows by induction that every positive power of P is P. Then `sum_eq_single` keeps the term j = 2m − 1 and requires a proof that each other term vanishes, which `hz` provides.

```lean
/-- An idempotent ring element `P` is left unchanged by purification of any order `m ≥ 1`. -/
theorem purify_of_idempotent {m : ℕ} (hm : 1 ≤ m) (P : A) (h : P * P = P) :
    purify m P = P := by
  have hz : P * (1 - P) = 0 := by rw [mul_sub, mul_one, h, sub_self]
  have hp : ∀ n : ℕ, P ^ (n + 1) = P := by
    intro n
    induction n with
    | zero => simp
    | succ n ih => rw [pow_succ, ih, h]
  unfold purify
  -- only the term j = 2m - 1 has no factor 1 - P
  rw [sum_eq_single (2 * m - 1)]
  · obtain ⟨n, hn⟩ : ∃ n, 2 * m - 1 = n + 1 := ⟨2 * m - 2, by omega⟩
    rw [Nat.choose_self, Nat.sub_self, pow_zero, mul_one, Nat.cast_one, one_mul, hn, hp]
  · intro j hj hne
    have hj' := mem_Ico.mp hj
    obtain ⟨b, hb⟩ : ∃ b, 2 * m - 1 - j = b + 1 := ⟨2 * m - 2 - j, by omega⟩
    obtain ⟨a, ha⟩ : ∃ a, j = a + 1 := ⟨j - 1, by omega⟩
    rw [hb, ha, hp a, pow_succ' (1 - P) b, ← mul_assoc P, hz, zero_mul, mul_zero]
  · intro hn
    exact absurd (mem_Ico.mpr ⟨by omega, by omega⟩) hn
```

A concrete instance is the two-site matrix with all entries 1/2. It projects onto the normalised bonding orbital (1, 1)/√2, so it describes one electron of a given spin shared equally by two sites.

```lean
/-- The two-site matrix with all entries `1/2` is idempotent. -/
theorem purify_of_idempotent_witness :
    (!![1/2, 1/2; 1/2, 1/2] : Matrix (Fin 2) (Fin 2) ℚ) * !![1/2, 1/2; 1/2, 1/2] =
      !![1/2, 1/2; 1/2, 1/2] := by
  ext i j
  fin_cases i <;> fin_cases j <;> norm_num [Matrix.mul_apply, Fin.sum_univ_succ]
```

## Order two is the McWeeny polynomial

At m = 2 the index set is {2, 3}, with coefficients 3 and 1. After these are evaluated, `noncomm_ring` expands the products without assuming that multiplication commutes in `A`.

```lean
/-- The purification polynomial of order two is the McWeeny polynomial `3 P ^ 2 - 2 P ^ 3`. -/
theorem purify_two (P : A) : purify 2 P = 3 * P ^ 2 - 2 * P ^ 3 := by
  have hI : Ico 2 (2 * 2) = ({2, 3} : Finset ℕ) := by decide
  have h2 : (2 * 2 - 1).choose 2 = 3 := by decide
  have h3 : (2 * 2 - 1).choose 3 = 1 := by decide
  unfold purify
  rw [hI, sum_pair (by decide), h2, h3]
  norm_num
  noncomm_ring
```

## An error bound for one occupation number

The last theorem specialises the ring to the real numbers, with `h0` and `h1` stating 0 ≤ x ≤ 1. This is the range that the Pauli principle allows for the occupation of a spin orbital. An approximate density matrix may have eigenvalues slightly outside it; the main identity still applies to them, but this bound is stated only inside the range.

The step `hG` proves 0 ≤ G(y) ≤ 2^(2m−1) for every y in the interval. It first replaces the powers by 1, then enlarges the upper half of the binomial coefficients to the full set, whose sum is given by `Nat.sum_range_choose`. The bound is used at y = x and at y = 1 − x. Rewriting with the main identity and multiplying the inequalities gives both parts of the conclusion.

```lean
/-- For an occupation number `x` between 0 and 1 and `m ≥ 1`, the error after purification is
nonnegative and at most `4 ^ (2m - 1)` times the `m`-th power of the error before. -/
theorem purify_occupation_error {m : ℕ} (hm : 1 ≤ m) {x : ℝ} (h0 : 0 ≤ x) (h1 : x ≤ 1) :
    0 ≤ purify m x - purify m x ^ 2 ∧
      purify m x - purify m x ^ 2 ≤ 4 ^ (2 * m - 1) * (x - x ^ 2) ^ m := by
  -- each cofactor is bounded by the sum of all binomial coefficients
  have hG : ∀ y : ℝ, 0 ≤ y → y ≤ 1 → 0 ≤ cofactor m y ∧ cofactor m y ≤ 2 ^ (2 * m - 1) := by
    intro y hy0 hy1
    have hy2 : 0 ≤ 1 - y := by linarith
    have hy3 : 1 - y ≤ 1 := by linarith
    refine ⟨sum_nonneg fun j _ => by positivity, ?_⟩
    calc cofactor m y ≤ ∑ j ∈ Ico m (2 * m), ((2 * m - 1).choose j : ℝ) :=
          sum_le_sum fun j _ => mul_le_of_le_one_right (Nat.cast_nonneg _)
            (mul_le_one₀ (pow_le_one₀ hy0 hy1) (pow_nonneg hy2 _) (pow_le_one₀ hy2 hy3))
      _ ≤ ∑ j ∈ range (2 * m), ((2 * m - 1).choose j : ℝ) :=
          sum_le_sum_of_subset_of_nonneg
            (fun j hj => mem_range.mpr (mem_Ico.mp hj).2) (fun j _ _ => Nat.cast_nonneg _)
      _ = 2 ^ (2 * m - 1) := by
          have h := Nat.sum_range_choose (2 * m - 1)
          rw [show 2 * m - 1 + 1 = 2 * m by omega] at h
          exact_mod_cast h
  obtain ⟨a0, a1⟩ := hG x h0 h1
  obtain ⟨b0, b1⟩ := hG (1 - x) (by linarith) (by linarith)
  have he : 0 ≤ (x - x ^ 2) ^ m := pow_nonneg (by nlinarith) m
  have h4 : (2 : ℝ) ^ (2 * m - 1) * 2 ^ (2 * m - 1) = 4 ^ (2 * m - 1) := by
    rw [← mul_pow]
    norm_num
  rw [purify_idempotency_error hm x]
  refine ⟨mul_nonneg he (mul_nonneg a0 b0), ?_⟩
  rw [mul_comm, ← h4]
  exact mul_le_mul_of_nonneg_right (mul_le_mul a1 b1 b0 (by positivity)) he

end DensityPurification
```

To apply the bound to a Hermitian density matrix, one further step is needed: diagonalise P and note that R(P) has the same eigenvectors, with each eigenvalue x replaced by R(x). The inequality then holds for each occupation number in [0, 1] separately.

```lean
#print axioms DensityPurification.purify_idempotency_error
#print axioms DensityPurification.purify_exact
#print axioms DensityPurification.purify_two
#print axioms DensityPurification.purify_occupation_error
```

```
'DensityPurification.purify_idempotency_error' depends on axioms: [propext, Classical.choice, Quot.sound]
'DensityPurification.purify_exact' depends on axioms: [propext, Classical.choice, Quot.sound]
'DensityPurification.purify_two' depends on axioms: [propext, Classical.choice, Quot.sound]
'DensityPurification.purify_occupation_error' depends on axioms: [propext, Classical.choice, Quot.sound]
```
